# The alpha-beta sigma factorization can fail when g_pqrs ≠ g_rspq

In configuration interaction, the sigma vector is the Hamiltonian applied to the coefficient vector. Here the Hamiltonian is `∑ k_pq E_pq + (1/2) ∑ g_pqrs E_pq E_rs`, where `E_pq` is the sum of an alpha excitation matrix `A_pq` and a beta one `B_pq`, each acting on its own strings. If g_pqrs = g_rspq, and the coefficients are stored as a matrix `C` over alpha and beta strings, the sigma vector may be written as an alpha part, a beta part and a mixed part `∑ g_pqrs A_pq C B_rsᵀ`. The theorem gives a case without that symmetry where the formula is wrong: two orbital indices, one string of each spin, `C = 1`, `k = 0`, and `A_00 = 1`, `B_11 = 1` and `g_0011 = 1` as the only nonzero entries. The matrices `A` and `B` are simply prescribed. The proof assumes that the two sides are equal, compares their only component, and asks `norm_num` to compute both values, 1/2 from the Hamiltonian and 1 from the formula, and so reach a contradiction.

The first attempt, which Lean rejects:

```lean
import Mathlib

open Matrix
open scoped Kronecker

namespace SigmaFailsWithoutSymmetry

noncomputable section

variable {n m a b : Type*} [Fintype n] [Fintype m] [Fintype a] [Fintype b]

/-- The Hamiltonian `∑ k_pq E_pq + (1/2) ∑ g_pqrs E_pq E_rs` built from given
excitation matrices `E_pq`. -/
def hamiltonian (k : n → n → ℂ) (g : n → n → n → n → ℂ) (E : n → n → Matrix m m ℂ) :
    Matrix m m ℂ :=
  ∑ p, ∑ q, k p q • E p q + (1 / 2 : ℂ) • ∑ p, ∑ q, ∑ r, ∑ s, g p q r s • (E p q * E r s)

/-- The spin-summed excitation `E_pq = A_pq ⊗ 1 + 1 ⊗ B_pq` on pairs of alpha and beta
strings. -/
def excitation [DecidableEq a] [DecidableEq b] (A : n → n → Matrix a a ℂ)
    (B : n → n → Matrix b b ℂ) (p q : n) : Matrix (a × b) (a × b) ℂ :=
  A p q ⊗ₖ (1 : Matrix b b ℂ) + (1 : Matrix a a ℂ) ⊗ₖ B p q

/-- The coefficient matrix `C`, read as a vector indexed by pairs of an alpha and a beta
string. -/
def ciVector : Matrix a b ℂ →ₗ[ℂ] (a × b → ℂ) where
  toFun C x := C x.1 x.2
  map_add' _ _ := rfl
  map_smul' _ _ := rfl

/-- The alpha-beta part of the sigma vector, `∑ g_pqrs A_pq C B_rsᵀ`. -/
def mixedSigma (g : n → n → n → n → ℂ) (A : n → n → Matrix a a ℂ)
    (B : n → n → Matrix b b ℂ) (C : Matrix a b ℂ) : Matrix a b ℂ :=
  ∑ p, ∑ q, ∑ r, ∑ s, g p q r s • (A p q * C * (B r s)ᵀ)

/-- Take one alpha string, one beta string and `k = 0`, and let `A_00 = 1`, `B_11 = 1` and
`g_0011 = 1` be the only nonzero entries of `A`, `B` and `g`. Then the formula of the sigma
factorization fails for `C = 1`. -/
theorem sigma_fails_without_symmetry :
    let A : Fin 2 → Fin 2 → Matrix (Fin 1) (Fin 1) ℂ := fun p q => if p = 0 ∧ q = 0 then 1 else 0
    let B : Fin 2 → Fin 2 → Matrix (Fin 1) (Fin 1) ℂ := fun p q => if p = 1 ∧ q = 1 then 1 else 0
    let g : Fin 2 → Fin 2 → Fin 2 → Fin 2 → ℂ :=
      fun p q r s => if p = 0 ∧ q = 0 ∧ r = 1 ∧ s = 1 then 1 else 0
    hamiltonian 0 g (excitation A B) *ᵥ ciVector 1 ≠
      ciVector (hamiltonian 0 g A * 1 + 1 * (hamiltonian 0 g B)ᵀ + mixedSigma g A B 1) := by
  intro A B g h
  -- the Hamiltonian gives 1/2, the factorized formula gives 1
  have h0 := congrFun h (0, 0)
  norm_num [A, B, g, hamiltonian, excitation, mixedSigma, ciVector, Fin.sum_univ_two,
    Matrix.mulVec, dotProduct, Fintype.sum_prod_type] at h0

end

end SigmaFailsWithoutSymmetry
```

The compiler's answer:

```
Main.lean:45:90: error: unsolved goals
A : Fin 2 → Fin 2 → Matrix (Fin 1) (Fin 1) ℂ := fun p q => if p = 0 ∧ q = 0 then 1 else 0
B : Fin 2 → Fin 2 → Matrix (Fin 1) (Fin 1) ℂ := fun p q => if p = 1 ∧ q = 1 then 1 else 0
g : Fin 2 → Fin 2 → Fin 2 → Fin 2 → ℂ := fun p q r s => if p = 0 ∧ q = 0 ∧ r = 1 ∧ s = 1 then 1 else 0
h :
  hamiltonian 0 g (excitation A B) *ᵥ ciVector 1 =
    ciVector (hamiltonian 0 g A * 1 + 1 * (hamiltonian 0 g B)ᵀ + mixedSigma g A B 1)
h0 :
  1 / 2 * { toFun := fun C x => C x.1 x.2, map_add' := ⋯ } 1 (0, 0) =
    { toFun := fun C x => C x.1 x.2, map_add' := ⋯ } 1 (0, 0)
⊢ False
```

Lean accepts the file once it reads:

```diff
@@ -47,5 +47,7 @@
   -- the Hamiltonian gives 1/2, the factorized formula gives 1
   have h0 := congrFun h (0, 0)
-  norm_num [A, B, g, hamiltonian, excitation, mixedSigma, ciVector, Fin.sum_univ_two,
+  have hc : ∀ (D : Matrix (Fin 1) (Fin 1) ℂ) (x : Fin 1 × Fin 1),
+      ciVector D x = D x.1 x.2 := fun _ _ => rfl
+  norm_num [A, B, g, hamiltonian, excitation, mixedSigma, hc, Fin.sum_univ_two,
     Matrix.mulVec, dotProduct, Fintype.sum_prod_type] at h0
 
```

Cause. The error says that `False` is still to be proved after `norm_num` has simplified `h0`. The sums have been worked out, and the factor 1/2 stands on the left as expected. But both sides still contain `{ toFun := fun C x => C x.1 x.2, map_add' := ⋯ } 1 (0, 0)`. This comes from unfolding `ciVector`, which is a linear map, into the record that defines it. The simplifier did not go on to apply the function inside that record, so it never reached the matrix entry `1 0 0`, whose value is 1. What remained had the form 1/2 · x = x, with x unevaluated, and `norm_num` found no contradiction in it.

The repair adds `hc`, which says that `ciVector D x` equals `D x.1 x.2`. This holds by definition, so `rfl` proves it. Giving `norm_num` `hc` in place of `ciVector` makes it rewrite the applied map directly to a matrix entry, without exposing the record. The entry then evaluates to 1, `h0` becomes the false equation 1/2 = 1, and the goal closes.
